# When a rank-one correction repairs a violated secant equation, its weight vector determines it

After a step of a quasi-Newton calculation, for instance in converging a self-consistent field, the program has a new residual and can correct its approximate Jacobian $B$. If the step was $s$ and the residual changed by $y$, a Broyden-type update adds one outer product to $B$ so that the new matrix $C$ satisfies $Cs=y$.

I believe that this leaves little freedom. If $C-B=uw^{\mathsf T}$ for some vectors $u$ and $w$, and the old matrix gave the wrong residual change, $Bs\neq y$, then $w^{\mathsf T}s$ should be nonzero and
$$C=B+\frac{(y-Bs)\,w^{\mathsf T}}{w^{\mathsf T}s}.$$
Can this be derived with every step shown, including why the denominator is safe, and can the argument be checked by machine? I would also like to know when two choices of $w$ give the same update, what symmetry does to the choice, and what happens to the inverse Jacobian.

## The secant residual fixes the column vector

Yes, and the main argument takes only a few lines. All matrices here are real and square, of any finite size, and $w^{\mathsf T}s=\sum_j w_js_j$. Write
$$r=y-Bs$$
for the secant residual, the part of the observed change that the old Jacobian failed to predict.

An outer product acts on the step as
$$(uw^{\mathsf T}s)_i=\sum_j u_iw_js_j=(w^{\mathsf T}s)\,u_i .$$
Apply $C-B=uw^{\mathsf T}$ to $s$ and use $Cs=y$:
$$r=y-Bs=(C-B)s=(w^{\mathsf T}s)\,u .$$
If $w^{\mathsf T}s$ were zero, the right side would vanish and $y$ would equal $Bs$, against the assumption. So $w^{\mathsf T}s\neq0$, and division gives $u=r/(w^{\mathsf T}s)$. Putting this into $C=B+uw^{\mathsf T}$ gives the formula.

Conversely, every matrix of this form with $w^{\mathsf T}s\neq0$ satisfies the secant equation:
$$\left(B+\frac{rw^{\mathsf T}}{w^{\mathsf T}s}\right)s=Bs+r=y .$$

The assumption $y\neq Bs$ matters because a weight with $w^{\mathsf T}s=0$ gives $(B+uw^{\mathsf T})s=Bs$ for every $u$. Such a correction cannot repair a wrong prediction, but it can be added freely to a correct one. For example, with $B=0$, $y=0$, $s=(1,0)$, $u=(1,0)$ and $w=(0,1)$, the matrix $C=uw^{\mathsf T}$ is nonzero and satisfies $Cs=y$, yet the denominator in the formula is zero.

## Equivalent weights, the symmetric member and the inverse

**Equivalent weights.** Let $r\neq0$, and let $w$ and $w'$ both have nonzero product with $s$. If they give the same update, then for all $i$ and $j$
$$\frac{r_iw_j}{w^{\mathsf T}s}=\frac{r_iw'_j}{w'^{\mathsf T}s}.$$
Choose a row $i$ with $r_i\neq0$ and cancel $r_i$. Then $w'=cw$ with $c=(w'^{\mathsf T}s)/(w^{\mathsf T}s)\neq0$. In the other direction, replacing $w$ by $cw$ with $c\neq0$ multiplies both numerator and denominator by $c$, and the update stays the same. Only the direction of the weight counts, and its sign is immaterial.

**Symmetry.** Suppose that $B$ and $C$ are both symmetric, as is appropriate when they approximate a Hessian. Transposing the correction gives
$$uw^{\mathsf T}=C-B=(C-B)^{\mathsf T}=wu^{\mathsf T}.$$
The main argument, with the roles of $u$ and $w$ exchanged, shows that $u^{\mathsf T}s\neq0$ and $r=(u^{\mathsf T}s)w$. Hence $w$ is parallel to $r$, and
$$C-B=uw^{\mathsf T}=\frac{u}{u^{\mathsf T}s}\,r^{\mathsf T}.$$
This is again a rank-one correction, now with weight $r$. The main result applies once more and gives $r^{\mathsf T}s\neq0$ and
$$C=B+\frac{rr^{\mathsf T}}{r^{\mathsf T}s},$$
which is the symmetric rank-one (SR1) update.

**The inverse.** Let $BH=1$, and set $a=r/(w^{\mathsf T}s)$, so that $C=B+aw^{\mathsf T}$. Set also $v=H^{\mathsf T}w$ and $q=s-Hy$, and assume $v^{\mathsf T}y\neq0$. The candidate for the new inverse is
$$D=H+\frac{qv^{\mathsf T}}{v^{\mathsf T}y}.$$
It has the same form as $C$, with $H$ in place of $B$, with $s$ and $y$ exchanged, and with weight $v$. First,
$$CH=BH+aw^{\mathsf T}H=1+av^{\mathsf T}.$$
Next, since $Cs=y$,
$$Cq=Cs-CHy=y-y-a(v^{\mathsf T}y)=-(v^{\mathsf T}y)\,a .$$
Together these give
$$CD=CH+\frac{(Cq)v^{\mathsf T}}{v^{\mathsf T}y}=1+av^{\mathsf T}-av^{\mathsf T}=1 .$$

The condition $v^{\mathsf T}y\neq0$ stands for an updated Jacobian that can still be inverted. If $v^{\mathsf T}y=0$, the expression for $Cq$ gives $Cq=0$. Here $q$ is not zero, because $Hy=s$ would imply $v^{\mathsf T}y=w^{\mathsf T}Hy=w^{\mathsf T}s\neq0$. So $C$ would be singular.

## Jacobians, steps and weights in Lean

The finite type `n` labels the variables of the calculation, such as density coefficients or nuclear coordinates. A vector is a function `n → ℝ`, and a Jacobian is a `Matrix n n ℝ`. The notation translates as follows:

- `w ⬝ᵥ s` is $w^{\mathsf T}s$.
- `B *ᵥ s` is $Bs$.
- `vecMulVec u w` is $uw^{\mathsf T}$, with entry $u_iw_j$ in row $i$ and column $j$.
- `w ᵥ* H` is the row vector $w^{\mathsf T}H$, which has the components of $v=H^{\mathsf T}w$.
- `secantUpdate B s y w` is the update of $B$ with step $s$, residual change $y$ and weight $w$.

The main theorem is `eq_secantUpdate`, and its three hypotheses each have a physical reading. The secant equation `hsec` says that the new linear model reproduces the last observed change of the residual. The assumption `hrank` says that the correction is a single outer product, so that one pair of vectors records everything learned from the step. The assumption `hy` says that the old model predicted this change wrongly. The conclusion has two parts, a nonzero denominator and the formula for $C$. Since Lean sets $0^{-1}=0$, it is the first part that makes the second a genuine quotient.

The other theorems read as follows:

- `secantUpdate_mulVec` says that every member of the family with a nonzero denominator satisfies the secant equation.
- `degenerate_weight` says that a correction whose weight is orthogonal to the step does not change the action on the step.
- `secantUpdate_eq_iff` starts from $y\neq Bs$ and a weight $w$ with $w^{\mathsf T}s\neq0$. It says that $w'$ also has a nonzero product with $s$ and gives the same update exactly when $w'=cw$ for some $c\neq0$.
- `symmetric_eq_sr1` adds the symmetry of $B$ and $C$ to the main hypotheses. It concludes that $r^{\mathsf T}s\neq0$ and that $C$ is the SR1 update.
- `secantUpdate_mul_inverse` assumes $BH=1$ and both denominators nonzero, and concludes $CD=1$. For square matrices this makes $D$ the inverse of $C$.

For electronic-structure practice, this describes the freedom in a Broyden-type update of an SCF or geometry-optimisation Jacobian, for a single step with a single outer-product correction in exact real arithmetic. The weight $w=s$, for a nonzero step, gives Broyden's update of the Jacobian. The theorems do not select a weight by a least-change principle, and they do not treat nearly vanishing denominators, rank-two updates such as BFGS, updates that impose several secant equations at once, or the convergence of the iteration.

```lean
import Mathlib

open Matrix

namespace RankOneSecantFamily

noncomputable section

variable {n : Type*} [Fintype n]

/-- The rank-one secant update `B + (y - B s) wᵀ / (wᵀ s)` of an approximate Jacobian `B` with step
`s`, residual change `y` and weight `w`; when `wᵀ s = 0`, Lean's convention `0⁻¹ = 0` makes the
value `B`. -/
def secantUpdate (B : Matrix n n ℝ) (s y w : n → ℝ) : Matrix n n ℝ :=
  B + vecMulVec ((w ⬝ᵥ s)⁻¹ • (y - B *ᵥ s)) w

/-- The outer product `u wᵀ` sends a step `s` to `(wᵀ s) u`. -/
theorem outer_mulVec (u w s : n → ℝ) : vecMulVec u w *ᵥ s = (w ⬝ᵥ s) • u := by
  ext i
  simp only [Matrix.mulVec, dotProduct, Matrix.vecMulVec_apply, Pi.smul_apply, smul_eq_mul,
    Finset.sum_mul]
  exact Finset.sum_congr rfl (fun j _ => by ring)

/-- Every update with `wᵀ s ≠ 0` satisfies the secant equation: it maps the step `s` to `y`. -/
theorem secantUpdate_mulVec (B : Matrix n n ℝ) {s w : n → ℝ} (y : n → ℝ) (hs : w ⬝ᵥ s ≠ 0) :
    secantUpdate B s y w *ᵥ s = y := by
  rw [secantUpdate, Matrix.add_mulVec, outer_mulVec, smul_smul, mul_inv_cancel₀ hs, one_smul]
  abel

/-- If a rank-one correction `u wᵀ` of `B` satisfies the secant equation and `B` itself does not,
then `wᵀ s ≠ 0` and the corrected matrix is `B + (y - B s) wᵀ / (wᵀ s)`. -/
theorem eq_secantUpdate {B C : Matrix n n ℝ} {s y u w : n → ℝ}
    (hsec : C *ᵥ s = y) (hrank : C - B = vecMulVec u w) (hy : y ≠ B *ᵥ s) :
    w ⬝ᵥ s ≠ 0 ∧ C = secantUpdate B s y w := by
  -- the correction acting on the step is the secant residual
  have key : y - B *ᵥ s = (w ⬝ᵥ s) • u := by
    rw [← outer_mulVec, ← hrank, Matrix.sub_mulVec, hsec]
  have hne : w ⬝ᵥ s ≠ 0 := by
    intro h0
    rw [h0, zero_smul] at key
    exact hy (sub_eq_zero.mp key)
  refine ⟨hne, ?_⟩
  -- solve for `u`
  rw [secantUpdate, key, smul_smul, inv_mul_cancel₀ hne, one_smul, ← hrank]
  abel

/-- If `wᵀ s = 0`, adding `u wᵀ` to `B` leaves its action on the step `s` unchanged,
whatever `u` is. -/
theorem degenerate_weight (B : Matrix n n ℝ) {s w : n → ℝ} (u : n → ℝ) (h : w ⬝ᵥ s = 0) :
    (B + vecMulVec u w) *ᵥ s = B *ᵥ s := by
  rw [Matrix.add_mulVec, outer_mulVec, h, zero_smul, add_zero]

/-- When `B` violates the secant equation and `wᵀ s ≠ 0`, a weight `w'` satisfies `w'ᵀ s ≠ 0` and
gives the same update as `w` exactly when it is a nonzero multiple of `w`. -/
theorem secantUpdate_eq_iff {B : Matrix n n ℝ} {s y w w' : n → ℝ} (hy : y ≠ B *ᵥ s)
    (hw : w ⬝ᵥ s ≠ 0) :
    (w' ⬝ᵥ s ≠ 0 ∧ secantUpdate B s y w = secantUpdate B s y w') ↔
      ∃ c : ℝ, c ≠ 0 ∧ w' = c • w := by
  constructor
  · rintro ⟨hw', h⟩
    -- compare a row in which the secant residual does not vanish
    obtain ⟨i, hi⟩ := Function.ne_iff.mp hy
    have hr : y i - (B *ᵥ s) i ≠ 0 := sub_ne_zero.mpr hi
    refine ⟨(w' ⬝ᵥ s) / (w ⬝ᵥ s), div_ne_zero hw' hw, funext fun j => ?_⟩
    have hij := congrFun (congrFun h i) j
    simp only [secantUpdate, Matrix.add_apply, Matrix.vecMulVec_apply, Pi.smul_apply,
      Pi.sub_apply, smul_eq_mul] at hij
    have h3 : (w ⬝ᵥ s)⁻¹ * w j = (w' ⬝ᵥ s)⁻¹ * w' j :=
      mul_left_cancel₀ hr (by linear_combination hij)
    simp only [Pi.smul_apply, smul_eq_mul]
    calc w' j = (w' ⬝ᵥ s) * ((w' ⬝ᵥ s)⁻¹ * w' j) := by rw [mul_inv_cancel_left₀ hw']
      _ = (w' ⬝ᵥ s) / (w ⬝ᵥ s) * w j := by rw [← h3]; ring
  · rintro ⟨c, hc, rfl⟩
    have hcw : (c • w) ⬝ᵥ s ≠ 0 := by
      rw [smul_dotProduct, smul_eq_mul]
      exact mul_ne_zero hc hw
    refine ⟨hcw, ?_⟩
    -- the scale of the weight cancels between numerator and denominator
    ext i j
    simp only [secantUpdate, Matrix.add_apply, Matrix.vecMulVec_apply, Pi.smul_apply,
      Pi.sub_apply, smul_eq_mul, smul_dotProduct, mul_inv]
    linear_combination
      (-((w ⬝ᵥ s)⁻¹ * (y i - (B *ᵥ s) i) * w j)) * inv_mul_cancel₀ hc

/-- If `B` and `C` are symmetric, `C - B` is an outer product, and `C` satisfies the secant equation
while `B` does not, then `(y - B s)ᵀ s ≠ 0` and `C` is the symmetric rank-one (SR1) update, whose
weight is `y - B s`. -/
theorem symmetric_eq_sr1 {B C : Matrix n n ℝ} {s y u w : n → ℝ}
    (hB : B.IsSymm) (hC : C.IsSymm)
    (hsec : C *ᵥ s = y) (hrank : C - B = vecMulVec u w) (hy : y ≠ B *ᵥ s) :
    (y - B *ᵥ s) ⬝ᵥ s ≠ 0 ∧ C = secantUpdate B s y (y - B *ᵥ s) := by
  -- by symmetry the two factors of the correction may be exchanged
  have hT : C - B = vecMulVec w u := by
    calc C - B = (C - B)ᵀ := by rw [Matrix.transpose_sub, hC.eq, hB.eq]
      _ = vecMulVec w u := by
        rw [hrank]
        ext i j
        simp only [Matrix.transpose_apply, Matrix.vecMulVec_apply]
        exact mul_comm _ _
  have hus : u ⬝ᵥ s ≠ 0 := (eq_secantUpdate hsec hT hy).1
  have key : y - B *ᵥ s = (u ⬝ᵥ s) • w := by
    rw [← outer_mulVec, ← hT, Matrix.sub_mulVec, hsec]
  -- hence the residual itself serves as weight
  refine eq_secantUpdate (u := (u ⬝ᵥ s)⁻¹ • u) hsec ?_ hy
  rw [hrank, key]
  ext i j
  simp only [Matrix.vecMulVec_apply, Pi.smul_apply, smul_eq_mul]
  linear_combination (-(u i * w j)) * inv_mul_cancel₀ hus

/-- If `B H = 1` and both denominators are nonzero, then the secant update of `B` with weight `w`,
multiplied on the right by the secant update of `H` with `s` and `y` exchanged and weight `Hᵀ w`, is
the identity matrix. -/
theorem secantUpdate_mul_inverse [DecidableEq n] {B H : Matrix n n ℝ} {s y w : n → ℝ}
    (hBH : B * H = 1) (hs : w ⬝ᵥ s ≠ 0) (hwy : (w ᵥ* H) ⬝ᵥ y ≠ 0) :
    secantUpdate B s y w * secantUpdate H y s (w ᵥ* H) = 1 := by
  have outer_mul (x : n → ℝ) : vecMulVec x w * H = vecMulVec x (w ᵥ* H) := by
    ext i j
    simp only [Matrix.mul_apply, Matrix.vecMulVec_apply, Matrix.vecMul, dotProduct,
      Finset.mul_sum, mul_assoc]
  have mul_outer (M : Matrix n n ℝ) (x v : n → ℝ) :
      M * vecMulVec x v = vecMulVec (M *ᵥ x) v := by
    ext i j
    simp only [Matrix.mul_apply, Matrix.vecMulVec_apply, Matrix.mulVec, dotProduct,
      Finset.sum_mul, mul_assoc]
  have hCH : secantUpdate B s y w * H
      = 1 + vecMulVec ((w ⬝ᵥ s)⁻¹ • (y - B *ᵥ s)) (w ᵥ* H) := by
    rw [secantUpdate, add_mul, hBH, outer_mul]
  -- the new Jacobian maps the inverse residual back to a multiple of the direct one
  have hCx : secantUpdate B s y w *ᵥ (s - H *ᵥ y)
      = (-((w ᵥ* H) ⬝ᵥ y)) • ((w ⬝ᵥ s)⁻¹ • (y - B *ᵥ s)) := by
    rw [Matrix.mulVec_sub, secantUpdate_mulVec B y hs, Matrix.mulVec_mulVec, hCH,
      Matrix.add_mulVec, Matrix.one_mulVec, outer_mulVec]
    module
  calc secantUpdate B s y w * secantUpdate H y s (w ᵥ* H)
      = secantUpdate B s y w * H + secantUpdate B s y w *
          vecMulVec (((w ᵥ* H) ⬝ᵥ y)⁻¹ • (s - H *ᵥ y)) (w ᵥ* H) := mul_add _ _ _
    _ = 1 := by
      rw [hCH, mul_outer, Matrix.mulVec_smul, hCx]
      ext i j
      simp only [Matrix.add_apply, Matrix.vecMulVec_apply, Pi.smul_apply, Pi.sub_apply,
        smul_eq_mul]
      linear_combination
        (-((w ⬝ᵥ s)⁻¹ * (y i - (B *ᵥ s) i) * (w ᵥ* H) j)) * inv_mul_cancel₀ hwy

end

end RankOneSecantFamily
```

```lean
#print axioms RankOneSecantFamily.degenerate_weight
#print axioms RankOneSecantFamily.secantUpdate_eq_iff
#print axioms RankOneSecantFamily.symmetric_eq_sr1
#print axioms RankOneSecantFamily.secantUpdate_mul_inverse
```

```
'RankOneSecantFamily.degenerate_weight' depends on axioms: [propext, Classical.choice, Quot.sound]
'RankOneSecantFamily.secantUpdate_eq_iff' depends on axioms: [propext, Classical.choice, Quot.sound]
'RankOneSecantFamily.symmetric_eq_sr1' depends on axioms: [propext, Classical.choice, Quot.sound]
'RankOneSecantFamily.secantUpdate_mul_inverse' depends on axioms: [propext, Classical.choice, Quot.sound]
```

## How the Lean proofs follow the algebra

The lemma `outer_mulVec` is the component formula for $uw^{\mathsf T}s$. After `ext i` has fixed a row, both sides are sums over $j$, and `ring` matches them term by term. In `secantUpdate_mulVec` this lemma turns the correction into a multiple of $r$, `mul_inv_cancel₀ hs` cancels the denominator, and `abel` reduces $Bs+(y-Bs)$ to $y$. The proof of `degenerate_weight` uses the same lemma with the scalar equal to zero.

In `eq_secantUpdate`, the statement `key` is $r=(w^{\mathsf T}s)u$. It is obtained by rewriting the right side backwards, first into $uw^{\mathsf T}s$, then into $(C-B)s$, and finally into $y-Bs$. The proof of `hne` supposes that the denominator is zero, which turns `key` into $y-Bs=0$ and contradicts `hy`. For the formula, `key` is substituted into the definition of `secantUpdate`. The factor $w^{\mathsf T}s$ cancels against its inverse, the remaining outer product is replaced by $C-B$, and `abel` closes the goal $C=B+(C-B)$.

The forward half of `secantUpdate_eq_iff` uses `Function.ne_iff` to find the row $i$ where $r_i\neq0$. Equality of the two matrices at $(i,j)$ is `hij`, and `mul_left_cancel₀ hr` removes the common factor $r_i$, which leaves `h3`. The short `calc` then solves for $w'_j$. In the reverse half, $w'$ is replaced by $cw$. The new denominator is $c\,(w^{\mathsf T}s)$, hence nonzero, and the final `linear_combination` uses $c^{-1}c=1$ to cancel the scale in each entry.

The proof of `symmetric_eq_sr1` first derives `hT`, the exchanged form $C-B=wu^{\mathsf T}$. Applying `eq_secantUpdate` to it supplies $u^{\mathsf T}s\neq0$, and `key` is now $r=(u^{\mathsf T}s)w$. A second application takes $u/(u^{\mathsf T}s)$ as the column vector and $r$ as the weight. What remains is to show that this pair has the same outer product as $u$ and $w$, which is checked entry by entry.

In `secantUpdate_mul_inverse`, the local facts `outer_mul` and `mul_outer` move a matrix into an outer product from the right and from the left. The equation `hCH` is $CH=1+av^{\mathsf T}$, and `hCx` is $Cq=-(v^{\mathsf T}y)a$, where `module` collects the vector terms. The closing `calc` expands $CD$ by distributivity and inserts both equations. Its last `linear_combination` uses $(v^{\mathsf T}y)^{-1}(v^{\mathsf T}y)=1$, so that the two copies of $av^{\mathsf T}$ cancel and the identity matrix remains.
